# The exponential of a real matrix K with (K² + a²)(K² + b²) = 0

Let a generator $K$ turn orbitals 1 and 2 by an angle of 1 radian and orbitals 3 and 4 by 2 radians. The familiar formula $\cos a+(\sin a/a)K$ with $a=1$ treats the first pair correctly but stretches orbitals 3 and 4 by a factor $\sqrt{1+3\sin^2 1}\approx 1.77$, so the new orbitals are no longer orthonormal. The following closed formula contains both angles and treats both pairs correctly:

$$e^{tK}=\frac{(K^2+b^2)R_a(t)-(K^2+a^2)R_b(t)}{b^2-a^2},\qquad R_a(t)=\cos(at)+\frac{\sin(at)}{a}K .$$

It holds for real square $K$ with $(K^2+a^2)(K^2+b^2)=0$, $a,b\neq0$ and $a^2\neq b^2$. In self-consistent-field calculations it gives the rotation of real orbitals in closed form, provided that the generator has only these two angles and leaves no combination of the orbitals unrotated.

## Matrices and their two building blocks

`K : Matrix n n ℝ` is a real matrix over a finite index set; antisymmetry is not assumed. That $e^{K}$ acts on the coefficients of orthonormal orbitals, $C\to Ce^{K}$, is the physical reading and appears in no hypothesis. The norm chosen here serves only to define derivatives.

```lean
import Mathlib

open Matrix

namespace TwoAngleExponential

noncomputable section

-- A norm on matrices, needed to differentiate matrix-valued functions.
attribute [local instance] Matrix.linftyOpNormedRing Matrix.linftyOpNormedAlgebra

variable {n : Type*} [Fintype n] [DecidableEq n]
```

A number added to a matrix means that multiple of the identity, so $K^2+a^2$ becomes:

```lean
/-- The matrix `K² + a²` belonging to the generator `K` and the angle `a`. -/
def planeFactor (K : Matrix n n ℝ) (a : ℝ) : Matrix n n ℝ :=
  K ^ 2 + a ^ 2 • (1 : Matrix n n ℝ)
```

$R_a(t)$ is called `planeRotation`, although it need not be a rotation unless $K$ is antisymmetric and $K^2+a^2=0$.

```lean
/-- The one-angle expression `cos(at) + (sin(at)/a) K`, for `a ≠ 0`. -/
def planeRotation (K : Matrix n n ℝ) (a t : ℝ) : Matrix n n ℝ :=
  Real.cos (a * t) • (1 : Matrix n n ℝ) + (Real.sin (a * t) / a) • K
```

## Solutions of the rotation equation

Suppose $F'=KF$ at all times. Then

$$\frac{d}{dt}\left(e^{-tK}F\right)=-e^{-tK}KF+e^{-tK}KF=0,$$

so $e^{-tK}F(t)=F(0)$, and multiplication by $e^{tK}$ gives $F(t)=e^{tK}F(0)$. In the proof, `hG` is the vanishing derivative, `hc` the resulting constant, and `h1` the identity $e^{tK}e^{-tK}=1$.

```lean
/-- A matrix function that obeys the rotation equation `F' = K F` at all times is
`exp(tK)` times its initial value. -/
theorem rotation_equation_solution (K : Matrix n n ℝ) (F : ℝ → Matrix n n ℝ)
    (hF : ∀ t, HasDerivAt F (K * F t) t) (t : ℝ) :
    F t = NormedSpace.exp (t • K) * F 0 := by
  have hE : ∀ s : ℝ, HasDerivAt (fun u : ℝ => NormedSpace.exp (u • (-K)))
      (NormedSpace.exp (s • (-K)) * (-K)) s := fun s => hasDerivAt_exp_smul_const (-K) s
  -- Undoing the rotation leaves a constant.
  have hG : ∀ s : ℝ, HasDerivAt (fun u : ℝ => NormedSpace.exp (u • (-K)) * F u) 0 s := by
    intro s
    refine ((hE s).fun_mul (hF s)).congr_deriv ?_
    rw [mul_neg, neg_mul, mul_assoc, neg_add_cancel]
  have hc : NormedSpace.exp (t • (-K)) * F t = F 0 := by
    have h := is_const_of_deriv_eq_zero (fun s => (hG s).differentiableAt)
      (fun s => (hG s).deriv) t 0
    simpa only [zero_smul, NormedSpace.exp_zero, one_mul] using h
  have h1 : NormedSpace.exp (t • K) * NormedSpace.exp (t • (-K)) = 1 := by
    rw [smul_neg, ← Matrix.exp_add_of_commute _ _ (Commute.refl (t • K)).neg_right,
      add_neg_cancel, NormedSpace.exp_zero]
  rw [← hc, ← mul_assoc, h1, one_mul]
```

## The defect of a single angle

Differentiation gives $R_a'=-a\sin(at)+\cos(at)K$, while $KR_a=\cos(at)K+\frac{\sin(at)}{a}K^2$. Subtracting,

$$R_a'=KR_a-\frac{\sin(at)}{a}(K^2+a^2).$$

`HasDerivAt` states this derivative at time $t$. The proof differentiates the sine and cosine, then uses `e`, which says $\frac{\sin(at)}{a}a^2=a\sin(at)$, to match the two forms.

```lean
/-- For `a ≠ 0` the one-angle expression obeys the rotation equation up to a defect
proportional to `K² + a²`. -/
theorem planeRotation_hasDerivAt (K : Matrix n n ℝ) {a : ℝ} (ha : a ≠ 0) (t : ℝ) :
    HasDerivAt (planeRotation K a)
      (K * planeRotation K a t - (Real.sin (a * t) / a) • planeFactor K a) t := by
  have hl : HasDerivAt (fun s : ℝ => a * s) a t := by
    simpa using (hasDerivAt_id t).const_mul a
  have hc := hl.cos.smul_const (1 : Matrix n n ℝ)
  have hs := (hl.sin.div_const a).smul_const K
  refine (hc.fun_add hs).congr_deriv ?_
  have e : Real.sin (a * t) / a * a ^ 2 = Real.sin (a * t) * a := by field_simp
  simp only [planeRotation, planeFactor, pow_two K, mul_add, mul_smul_comm, mul_one,
    smul_add, smul_smul, e, mul_div_cancel_right₀ _ ha, neg_mul, neg_smul]
  abel
```

If $K^2+a^2=0$, the defect vanishes. Since $R_a(0)=1$, the rotation equation gives $e^{tK}=R_a(t)$.

```lean
/-- One-angle formula: if `K² + a² = 0` with `a ≠ 0`, then
`exp(tK) = cos(at) + (sin(at)/a) K`. -/
theorem exp_one_angle (K : Matrix n n ℝ) {a : ℝ} (ha : a ≠ 0)
    (h : planeFactor K a = 0) (t : ℝ) :
    NormedSpace.exp (t • K) = planeRotation K a t := by
  have key := rotation_equation_solution K (planeRotation K a)
    (fun s => (planeRotation_hasDerivAt K ha s).congr_deriv (by
      rw [h, smul_zero, sub_zero])) t
  have h0 : planeRotation K a 0 = 1 := by simp [planeRotation]
  rw [key, h0, mul_one]
```

## Two angles cancel each other's defects

Set $G=(K^2+b^2)R_a-(K^2+a^2)R_b$. Both factors commute with $K$ and with each other, so

$$G'=KG-\left(\frac{\sin(at)}{a}-\frac{\sin(bt)}{b}\right)(K^2+a^2)(K^2+b^2)=KG .$$

At $t=0$, $G(0)=(K^2+b^2)-(K^2+a^2)=b^2-a^2$. Hence $G(t)=(b^2-a^2)e^{tK}$, and division gives the formula. In Lean, `comm` and `h'` supply the commutations, `key` solves the equation for $G$, and `h0` is the initial value.

```lean
/-- Two-angle formula: if `(K² + a²)(K² + b²) = 0` with `a`, `b` nonzero and `a² ≠ b²`, then
`exp(tK)` is the combination of the two one-angle expressions with weights
`(K² + b²)/(b² - a²)` and `-(K² + a²)/(b² - a²)`. -/
theorem exp_two_angle (K : Matrix n n ℝ) {a b : ℝ} (ha : a ≠ 0) (hb : b ≠ 0)
    (hab : a ^ 2 ≠ b ^ 2) (h : planeFactor K a * planeFactor K b = 0) (t : ℝ) :
    NormedSpace.exp (t • K) = (b ^ 2 - a ^ 2)⁻¹ •
      (planeFactor K b * planeRotation K a t - planeFactor K a * planeRotation K b t) := by
  have comm : ∀ c : ℝ, planeFactor K c * K = K * planeFactor K c := by
    intro c
    simp only [planeFactor, pow_two K, add_mul, mul_add, smul_mul_assoc, mul_smul_comm,
      one_mul, mul_one, mul_assoc]
  have h' : planeFactor K b * planeFactor K a = 0 := by
    rw [← h]
    simp only [planeFactor, add_mul, mul_add, smul_mul_assoc, mul_smul_comm, one_mul, mul_one]
    module
  -- Each defect is annihilated by the factor of the other angle.
  have key := rotation_equation_solution K
    (fun s => planeFactor K b * planeRotation K a s - planeFactor K a * planeRotation K b s)
    (fun s => (((planeRotation_hasDerivAt K ha s).const_mul (planeFactor K b)).fun_sub
      ((planeRotation_hasDerivAt K hb s).const_mul (planeFactor K a))).congr_deriv (by
        simp only [mul_sub, mul_smul_comm, h, h', smul_zero, sub_zero, ← mul_assoc, comm])) t
  have h0 : planeFactor K b * planeRotation K a 0 - planeFactor K a * planeRotation K b 0
      = (b ^ 2 - a ^ 2) • (1 : Matrix n n ℝ) := by
    have hr : ∀ c : ℝ, planeRotation K c 0 = 1 := fun c => by simp [planeRotation]
    rw [hr, hr, mul_one, mul_one]
    simp only [planeFactor]
    module
  have hne : b ^ 2 - a ^ 2 ≠ 0 := sub_ne_zero.mpr (Ne.symm hab)
  simp only [h0] at key
  rw [key, mul_smul_comm, mul_one, smul_smul, inv_mul_cancel₀ hne, one_smul]
```

The condition on the product is needed. For the $1\times1$ matrix $K=0$ with $a=1$, $b=2$, the product is 4, and at $t=\pi$ the right-hand side is $(4\cos\pi-\cos2\pi)/3=-5/3$, whereas $e^0=1$. For an antisymmetric $K$, any orbital or combination of orbitals that $K$ leaves alone must therefore be split off, by a change of basis if necessary, before the formula is applied to the rest.

The statement could also have been modelled without division, as $(b^2-a^2)e^{tK}=G(t)$. It would then need no condition $a^2\neq b^2$, but for $a^2=b^2$ it would read $0=0$ and say nothing about the exponential.

## Four real orbitals

The general antisymmetric generator has six parameters, one for each pair of orbitals.

```lean
/-- The general real antisymmetric generator of rotations among four orbitals, with one
parameter for each pair of orbitals. -/
def fourOrbitalGenerator (p q r u v w : ℝ) : Matrix (Fin 4) (Fin 4) ℝ :=
  !![0, p, q, r; -p, 0, u, v; -q, -u, 0, w; -r, -v, -w, 0]
```

Let $s=p^2+q^2+r^2+u^2+v^2+w^2$, and let $P=pw-qv+ru$ be the Pfaffian, whose square is $\det K$. Antisymmetry removes the odd powers from the characteristic polynomial, and the $2\times2$ principal minors sum to $s$. By Cayley–Hamilton, $K^4+sK^2+P^2=0$. If $a^2+b^2=s$ and $ab=P$, then

$$(K^2+a^2)(K^2+b^2)=K^4+sK^2+P^2=0.$$

Lean verifies the characteristic equation, `hchar`, entry by entry.

```lean
/-- A four-orbital generator satisfies `(K² + a²)(K² + b²) = 0` when `a² + b²` is the sum of
its squared parameters and `ab` is its Pfaffian. -/
theorem fourOrbital_factorization {p q r u v w a b : ℝ}
    (hs : a ^ 2 + b ^ 2 = p ^ 2 + q ^ 2 + r ^ 2 + u ^ 2 + v ^ 2 + w ^ 2)
    (hp : a * b = p * w - q * v + r * u) :
    planeFactor (fourOrbitalGenerator p q r u v w) a *
      planeFactor (fourOrbitalGenerator p q r u v w) b = 0 := by
  -- The characteristic equation of the generator.
  have hchar : fourOrbitalGenerator p q r u v w ^ 2 * fourOrbitalGenerator p q r u v w ^ 2 =
      -((p ^ 2 + q ^ 2 + r ^ 2 + u ^ 2 + v ^ 2 + w ^ 2) • fourOrbitalGenerator p q r u v w ^ 2)
        - (p * w - q * v + r * u) ^ 2 • (1 : Matrix (Fin 4) (Fin 4) ℝ) := by
    ext i j
    fin_cases i <;> fin_cases j <;>
      simp [fourOrbitalGenerator, pow_two, Matrix.mul_apply, Fin.sum_univ_succ] <;> ring
  rw [← hs, ← hp] at hchar
  simp only [planeFactor, add_mul, mul_add, smul_mul_assoc, mul_smul_comm, one_mul, mul_one]
  rw [hchar]
  module
```

Insertion into the two-angle formula gives the four-orbital rotation. The conditions on $a$ and $b$ exclude two cases. If $P=0$, the generator leaves some combination of the orbitals unrotated, as when only one pair is turned. If $s=2|P|$, the two angles are equal in size, and for $K\neq0$ the one-angle formula applies. Because $ab=P$ may be negative, so may one of the angles.

```lean
/-- Closed form of a four-orbital rotation, for nonzero `a`, `b` with `a² ≠ b²` that are fixed
by the sum of squared parameters and the Pfaffian of the generator. -/
theorem exp_fourOrbital {p q r u v w a b : ℝ} (ha : a ≠ 0) (hb : b ≠ 0) (hab : a ^ 2 ≠ b ^ 2)
    (hs : a ^ 2 + b ^ 2 = p ^ 2 + q ^ 2 + r ^ 2 + u ^ 2 + v ^ 2 + w ^ 2)
    (hp : a * b = p * w - q * v + r * u) (t : ℝ) :
    NormedSpace.exp (t • fourOrbitalGenerator p q r u v w) = (b ^ 2 - a ^ 2)⁻¹ •
      (planeFactor (fourOrbitalGenerator p q r u v w) b *
          planeRotation (fourOrbitalGenerator p q r u v w) a t
        - planeFactor (fourOrbitalGenerator p q r u v w) a *
          planeRotation (fourOrbitalGenerator p q r u v w) b t) :=
  exp_two_angle _ ha hb hab (fourOrbital_factorization hs hp) t
```

For the generator of the opening example, $K^2=\mathrm{diag}(-1,-1,-4,-4)$. Thus $K^2+1=\mathrm{diag}(0,0,-3,-3)$ and $K^2+4=\mathrm{diag}(3,3,0,0)$: the product vanishes, but neither factor does. The proof reads off one nonzero diagonal entry of each; Lean counts orbitals from 0, so its index 2 is orbital 3.

```lean
/-- The generator that couples orbitals 1, 2 with strength 1 and orbitals 3, 4 with strength 2
satisfies `(K² + 1)(K² + 4) = 0`, and neither factor is zero. -/
theorem exp_two_angle_witness :
    planeFactor (fourOrbitalGenerator 1 0 0 0 0 2) 1 *
        planeFactor (fourOrbitalGenerator 1 0 0 0 0 2) 2 = 0 ∧
      planeFactor (fourOrbitalGenerator 1 0 0 0 0 2) 1 ≠ 0 ∧
      planeFactor (fourOrbitalGenerator 1 0 0 0 0 2) 2 ≠ 0 := by
  refine ⟨fourOrbital_factorization (by norm_num) (by norm_num), fun h => ?_, fun h => ?_⟩
  · have h2 := congrFun (congrFun h 2) 2
    rw [planeFactor, pow_two (fourOrbitalGenerator 1 0 0 0 0 2), Matrix.add_apply,
      Matrix.mul_apply, Fin.sum_univ_four] at h2
    simp [fourOrbitalGenerator] at h2
    norm_num at h2
  · have h0 := congrFun (congrFun h 0) 0
    norm_num [planeFactor, fourOrbitalGenerator, pow_two, Matrix.mul_apply,
      Fin.sum_univ_succ] at h0

end

end TwoAngleExponential
```

```lean
#print axioms TwoAngleExponential.rotation_equation_solution
-- 'TwoAngleExponential.rotation_equation_solution' depends on axioms: [propext, Classical.choice, Quot.sound]
#print axioms TwoAngleExponential.exp_one_angle
-- 'TwoAngleExponential.exp_one_angle' depends on axioms: [propext, Classical.choice, Quot.sound]
#print axioms TwoAngleExponential.exp_fourOrbital
-- 'TwoAngleExponential.exp_fourOrbital' depends on axioms: [propext, Classical.choice, Quot.sound]
```
